# A bound on the maximum difference of two zero-aligned curves from their RMS difference and a Lipschitz constant

## A small average can hide a large local error

Two electronic-structure codes compute the energy of the same crystal as a function of volume. Each curve is shifted so that its minimum is zero, and the two are compared by one number, the root-mean-square difference $\Delta$ over a volume interval $[a,b]$. A small $\Delta$ alone does not say that the curves are close at every volume.

Suppose that one curve is zero throughout and the other is zero except for a triangular spike of height $m$ and base width $w$ inside the interval. Then $\Delta^2=m^2w/(3(b-a))$. As the spike narrows, $\Delta$ tends to zero, while the largest error remains $m$.

The spike needs ever steeper sides. A limit on how fast the difference can change excludes this behaviour and turns $\Delta$ into a pointwise bound.

## Aligned curves with a bounded pressure difference

Let $f$ and $g$ be real functions with minimum value zero on $[a,b]$, where $a<b$. Write $h=f-g$ and suppose that

$$|h(x)-h(y)|\le L|x-y|\qquad\text{for all }x,y\in[a,b].$$

For differentiable energy–volume curves, the slope of $h$ is, up to sign, the difference of the two pressures. The constant $L$ can therefore be any bound on the size of that pressure difference over the interval. With

$$\Delta^2=\frac1{b-a}\int_a^b h(x)^2\,dx,\qquad M=\max_{[a,b]}|h|,$$

the result is that $h$ vanishes somewhere in $[a,b]$ and

$$M^3\le 3L(b-a)\Delta^2 .$$

For comparing codes through one-parameter curves with a known $L$, this converts an average discrepancy into a worst-case one. At fixed $L$ the bound on $M$ scales as $\Delta^{2/3}$, so it shrinks more slowly than $\Delta$ itself.

## The curves must meet

Taking $x=b$ and $y=a$ in the Lipschitz condition gives $0\le L(b-a)$, so $L\ge0$. The condition also makes $h$ continuous.

Let $f$ take its minimum at $x_f$ and $g$ at $x_g$. Then

$$h(x_f)=0-g(x_f)\le0,\qquad h(x_g)=f(x_g)-0\ge0 .$$

By the intermediate value theorem there is a point $z\in[a,b]$ with $h(z)=0$.

## A ramp under the error

Take any $p\in[a,b]$. If $L=0$, then $|h(p)|=|h(p)-h(z)|\le0$, and the bound holds at $p$.

If $L>0$, put $r=|h(p)|/L$, the length over which a ramp of slope $L$ falls from $|h(p)|$ to zero. Since $Lr=|h(p)-h(z)|\le L|p-z|$, we have $r\le|p-z|$: the ramp fits between $p$ and the zero $z$. For every $x\in[a,b]$,

$$|h(x)|\ge|h(p)|-|h(p)-h(x)|\ge L\bigl(r-|p-x|\bigr).$$

If $z\le p$, the interval $[p-r,p]$ lies in $[a,b]$, and on it $|h(x)|\ge L(x-(p-r))\ge0$. Hence

$$\int_a^b h^2\,dx\ \ge\int_{p-r}^{p}L^2\bigl(x-(p-r)\bigr)^2dx=\frac{L^2r^3}{3}.$$

If $p\le z$, the mirror-image ramp on $[p,p+r]$ gives the same value. Multiplying by $3L$ and using $Lr=|h(p)|$,

$$|h(p)|^3\le3L\int_a^b h^2\,dx=3L(b-a)\Delta^2 .$$

The continuous function $|h|$ attains a maximum on the closed interval. Choosing $p$ there gives the bound on $M$.

## Equality, convergence and a missing alignment

For $f(x)=L(x-a)$ and $g=0$, with $L\ge0$, we have $M=L(b-a)$ and $\Delta^2=L^2(b-a)^2/3$. Both sides of the bound equal $L^3(b-a)^3$. With $L>0$, this shows that the factor 3 cannot be made smaller.

In the limiting case $\Delta=0$ the bound gives $M=0$, so the aligned curves coincide on the whole interval. More generally, let curves $F_i$ and $g$ all have minimum zero, and let the differences $F_i-g$ share one constant $L$. If their $\Delta_i$ tend to zero, then $3L(b-a)\Delta_i^2$ eventually falls below $\varepsilon^3$ for any $\varepsilon>0$. The maximum error is then below $\varepsilon$, which is uniform convergence. The narrowing spike shows that continuity of each curve, without a shared $L$, is not enough.

Nor is it enough to align only one curve. Take $f=0$ and $g=1$. Their difference is constant, so $L=0$ is allowed and the right-hand side vanishes, but $M=1$ and the curves never meet.

## Reading the Lean statements

`rmsDiff a b f g` is $\Delta$, the square root of the mean squared difference. The name carries no particular volume window or normalisation per atom, as the Delta of a code comparison may do. `SlopeBound a b L h` is the Lipschitz inequality on `Icc a b`, the closed interval $[a,b]$; despite its name it requires no derivative.

The hypothesis `IsLeast (f '' Icc a b) 0` says that $f$ takes the value zero on the interval and is nowhere below it there. `IsGreatest`, applied to the image of $|f-g|$, likewise says that $M$ is an attained maximum.

The main theorem, `max_error_le`, assumes $a<b$, the two minima and the slope bound. Its conclusion contains a point where the curves are equal, the existence of $M$ and the cubic inequality. The curves may only touch at that point, despite the lemma name `exists_crossing`. Neither $f$ nor $g$ has to be continuous separately, because the argument uses continuity only for their difference.

`max_error_sharp` states that the linear example meets every condition and gives equality. In `tendstoUniformlyOn_of_rmsDiff` the index `i` runs over any type and the limit is taken along a filter `l`; an ordinary sequence is a special case.

The step left to the user is the passage from energies computed at finitely many volumes to curves on the whole interval with a justified $L$.

```lean
import Mathlib

open Set Filter Topology

namespace PointwiseErrorFromDelta

noncomputable section

/-- The root-mean-square difference Delta of two curves on `[a, b]`, for `a < b`. -/
def rmsDiff (a b : ℝ) (f g : ℝ → ℝ) : ℝ :=
  √((∫ x in a..b, (f x - g x) ^ 2) / (b - a))

/-- The function `h` is Lipschitz on `[a, b]` with constant `L`. -/
def SlopeBound (a b L : ℝ) (h : ℝ → ℝ) : Prop :=
  ∀ x ∈ Icc a b, ∀ y ∈ Icc a b, |h x - h y| ≤ L * |x - y|

/-- On an interval with `a < b`, a Lipschitz constant is nonnegative. -/
theorem SlopeBound.nonneg {a b L : ℝ} {h : ℝ → ℝ} (hab : a < b)
    (hs : SlopeBound a b L h) : 0 ≤ L := by
  have h1 := hs b (right_mem_Icc.mpr hab.le) a (left_mem_Icc.mpr hab.le)
  have h2 : 0 < |b - a| := abs_pos.mpr (sub_pos.mpr hab).ne'
  exact nonneg_of_mul_nonneg_left ((abs_nonneg _).trans h1) h2

/-- On an interval with `a < b`, a function with a Lipschitz constant is continuous. -/
theorem SlopeBound.continuousOn {a b L : ℝ} {h : ℝ → ℝ} (hab : a < b)
    (hs : SlopeBound a b L h) : ContinuousOn h (Icc a b) := by
  have hl : LipschitzOnWith ⟨L, hs.nonneg hab⟩ h (Icc a b) := by
    apply LipschitzOnWith.of_dist_le_mul
    intro x hx y hy
    rw [Real.dist_eq, Real.dist_eq]
    exact hs x hx y hy
  exact hl.continuousOn

/-- Two curves that both have minimum zero on `[a, b]`, and whose difference is continuous there,
are equal at some point of the interval. -/
theorem exists_crossing {a b : ℝ} {f g : ℝ → ℝ}
    (hc : ContinuousOn (fun x => f x - g x) (Icc a b))
    (hf : IsLeast (f '' Icc a b) 0) (hg : IsLeast (g '' Icc a b) 0) :
    ∃ z ∈ Icc a b, f z - g z = 0 := by
  obtain ⟨⟨p, hp, hfp⟩, hf0⟩ := hf
  obtain ⟨⟨q, hq, hgq⟩, hg0⟩ := hg
  have h1 : 0 ≤ g p := hg0 (mem_image_of_mem g hp)
  have h2 : 0 ≤ f q := hf0 (mem_image_of_mem f hq)
  -- the difference is nonpositive at the minimum of f, nonnegative at that of g
  have h3 : f p - g p ≤ 0 := by linarith
  have h4 : 0 ≤ f q - g q := by linarith
  obtain ⟨z, hz, hz0⟩ := isPreconnected_Icc.intermediate_value hp hq hc ⟨h3, h4⟩
  exact ⟨z, hz, hz0⟩

/-- The integral of the square of a linear ramp of slope `L` that vanishes at `q`. -/
theorem integral_ramp_sq (L q u v : ℝ) :
    ∫ x in u..v, (L * (x - q)) ^ 2 = L ^ 2 * ((v - q) ^ 3 - (u - q) ^ 3) / 3 := by
  have hd : ∀ x ∈ uIcc u v,
      HasDerivAt (fun y : ℝ => L ^ 2 * (y - q) ^ 3 / 3) ((L * (x - q)) ^ 2) x := by
    intro x _
    have h1 := ((((hasDerivAt_id' x).sub_const q).fun_pow 3).const_mul (L ^ 2)).div_const 3
    refine h1.congr_deriv ?_
    norm_num
    ring
  have hi : Continuous fun x : ℝ => (L * (x - q)) ^ 2 := by fun_prop
  rw [intervalIntegral.integral_eq_sub_of_hasDerivAt hd (hi.intervalIntegrable u v)]
  ring

/-- If a continuous `h` on `[a, b]` dominates a linear ramp in modulus on a subinterval
`[u, v]`, its squared integral over `[a, b]` is at least that of the ramp over `[u, v]`. -/
theorem ramp_le_integral {a b u v q L : ℝ} {h : ℝ → ℝ} (hau : a ≤ u) (huv : u ≤ v)
    (hvb : v ≤ b) (hc : ContinuousOn h (Icc a b))
    (hr : ∀ x ∈ Icc u v, |L * (x - q)| ≤ |h x|) :
    L ^ 2 * ((v - q) ^ 3 - (u - q) ^ 3) / 3 ≤ ∫ x in a..b, h x ^ 2 := by
  have hc2 : ContinuousOn (fun x => h x ^ 2) (Icc a b) := hc.pow 2
  have hi : Continuous fun x : ℝ => (L * (x - q)) ^ 2 := by fun_prop
  rw [← integral_ramp_sq]
  calc ∫ x in u..v, (L * (x - q)) ^ 2
      ≤ ∫ x in u..v, h x ^ 2 :=
        intervalIntegral.integral_mono_on huv (hi.intervalIntegrable u v)
          ((hc2.mono (Icc_subset_Icc hau hvb)).intervalIntegrable_of_Icc huv)
          (fun x hx => sq_le_sq.mpr (hr x hx))
    _ ≤ ∫ x in a..b, h x ^ 2 :=
        intervalIntegral.integral_mono_interval hau huv hvb
          (Eventually.of_forall fun x => sq_nonneg (h x))
          (hc2.intervalIntegrable_of_Icc (hau.trans (huv.trans hvb)))

/-- A function on `[a, b]`, `a < b`, with Lipschitz constant `L` and a zero in the interval
has the cube of its modulus bounded at every point by `3 L` times its squared integral. -/
theorem cube_le_integral {a b L z p : ℝ} {h : ℝ → ℝ} (hab : a < b)
    (hs : SlopeBound a b L h) (hz : z ∈ Icc a b) (hz0 : h z = 0) (hp : p ∈ Icc a b) :
    |h p| ^ 3 ≤ 3 * L * ∫ x in a..b, h x ^ 2 := by
  have hL := hs.nonneg hab
  have hc := hs.continuousOn hab
  have hI : 0 ≤ ∫ x in a..b, h x ^ 2 :=
    intervalIntegral.integral_nonneg hab.le (fun x _ => sq_nonneg (h x))
  rcases hL.eq_or_lt with h0 | hpos
  · have h1 := hs p hp z hz
    rw [hz0, sub_zero, ← h0, zero_mul] at h1
    have h2 : |h p| = 0 := le_antisymm h1 (abs_nonneg _)
    rw [h2, ← h0]
    norm_num
  -- r is the length over which a ramp of slope L falls from |h p| to zero
  obtain ⟨r, hr⟩ : ∃ r, L * r = |h p| := ⟨|h p| / L, by field_simp⟩
  have hr0 : 0 ≤ r := nonneg_of_mul_nonneg_right (hr ▸ abs_nonneg (h p)) hpos
  have hrz : r ≤ |p - z| := by
    have h1 := hs p hp z hz
    rw [hz0, sub_zero, ← hr] at h1
    exact le_of_mul_le_mul_left h1 hpos
  have hfall : ∀ x ∈ Icc a b, L * r - L * |p - x| ≤ |h x| := by
    intro x hx
    have h1 := hs p hp x hx
    have h2 := abs_sub_abs_le_abs_sub (h p) (h x)
    linarith
  have key : L ^ 2 * r ^ 3 / 3 ≤ ∫ x in a..b, h x ^ 2 := by
    rcases le_total z p with hzp | hpz
    · -- the zero lies to the left of p
      rw [abs_of_nonneg (sub_nonneg.mpr hzp)] at hrz
      have hq : a ≤ p - r := by linarith [hz.1]
      have h1 := ramp_le_integral (q := p - r) (L := L) hq (by linarith) hp.2 hc (by
        intro x hx
        have h2 := hfall x ⟨hq.trans hx.1, hx.2.trans hp.2⟩
        rw [abs_of_nonneg (sub_nonneg.mpr hx.2)] at h2
        rw [abs_of_nonneg (mul_nonneg hL (sub_nonneg.mpr hx.1))]
        linarith)
      calc L ^ 2 * r ^ 3 / 3
          = L ^ 2 * ((p - (p - r)) ^ 3 - (p - r - (p - r)) ^ 3) / 3 := by ring
        _ ≤ _ := h1
    · -- the zero lies to the right of p
      rw [abs_of_nonpos (sub_nonpos.mpr hpz)] at hrz
      have hq : p + r ≤ b := by linarith [hz.2]
      have h1 := ramp_le_integral (q := p + r) (L := L) hp.1 (by linarith) hq hc (by
        intro x hx
        have h2 := hfall x ⟨hp.1.trans hx.1, hx.2.trans hq⟩
        rw [abs_of_nonpos (sub_nonpos.mpr hx.1)] at h2
        rw [abs_of_nonpos (mul_nonpos_of_nonneg_of_nonpos hL (sub_nonpos.mpr hx.2))]
        linarith)
      calc L ^ 2 * r ^ 3 / 3
          = L ^ 2 * ((p + r - (p + r)) ^ 3 - (p - (p + r)) ^ 3) / 3 := by ring
        _ ≤ _ := h1
  calc |h p| ^ 3 = 3 * L * (L ^ 2 * r ^ 3 / 3) := by rw [← hr]; ring
    _ ≤ _ := mul_le_mul_of_nonneg_left key (by linarith)

/-- For `a < b`, the squared Delta times the interval length is the integral of the squared
difference. -/
theorem length_mul_rmsDiff_sq {a b : ℝ} (hab : a < b) (f g : ℝ → ℝ) :
    (b - a) * rmsDiff a b f g ^ 2 = ∫ x in a..b, (f x - g x) ^ 2 := by
  have h1 : 0 < b - a := sub_pos.mpr hab
  have h2 : 0 ≤ ∫ x in a..b, (f x - g x) ^ 2 :=
    intervalIntegral.integral_nonneg hab.le (fun x _ => sq_nonneg _)
  rw [rmsDiff, Real.sq_sqrt (div_nonneg h2 h1.le)]
  exact mul_div_cancel₀ _ h1.ne'

/-- Let two curves on `[a, b]`, `a < b`, both have minimum zero, and let their difference be
Lipschitz with constant `L`. Then they are equal at some point of `[a, b]`, and the maximum modulus
`M` of their difference there exists and satisfies `M ^ 3 ≤ 3 L (b - a) Delta ^ 2`. -/
theorem max_error_le {a b L : ℝ} {f g : ℝ → ℝ} (hab : a < b)
    (hf : IsLeast (f '' Icc a b) 0) (hg : IsLeast (g '' Icc a b) 0)
    (hs : SlopeBound a b L (fun x => f x - g x)) :
    (∃ z ∈ Icc a b, f z - g z = 0) ∧
      ∃ M, IsGreatest ((fun x => |f x - g x|) '' Icc a b) M ∧
        M ^ 3 ≤ 3 * L * (b - a) * rmsDiff a b f g ^ 2 := by
  have hc := hs.continuousOn hab
  obtain ⟨z, hz, hz0⟩ := exists_crossing hc hf hg
  obtain ⟨p, hp, hmax⟩ := isCompact_Icc.exists_isMaxOn (nonempty_Icc.mpr hab.le) hc.abs
  refine ⟨⟨z, hz, hz0⟩, |f p - g p|, ⟨⟨p, hp, rfl⟩, ?_⟩, ?_⟩
  · rintro _ ⟨x, hx, rfl⟩
    exact hmax hx
  · rw [mul_assoc (3 * L), length_mul_rmsDiff_sq hab]
    exact cube_le_integral hab hs hz hz0 hp

/-- The constant 3 is sharp: on `[a, b]`, `a < b`, the line `L (x - a)` with `L ≥ 0` and the
zero curve meet all the conditions of the bound and give equality. -/
theorem max_error_sharp {a b L : ℝ} (hab : a < b) (hL : 0 ≤ L) :
    IsLeast ((fun x => L * (x - a)) '' Icc a b) 0 ∧
    IsLeast ((fun _ : ℝ => (0 : ℝ)) '' Icc a b) 0 ∧
    SlopeBound a b L (fun x => L * (x - a) - 0) ∧
    IsGreatest ((fun x => |L * (x - a) - 0|) '' Icc a b) (L * (b - a)) ∧
    (L * (b - a)) ^ 3 =
      3 * L * (b - a) * rmsDiff a b (fun x => L * (x - a)) (fun _ => 0) ^ 2 := by
  have ha : a ∈ Icc a b := left_mem_Icc.mpr hab.le
  have hb : b ∈ Icc a b := right_mem_Icc.mpr hab.le
  refine ⟨⟨⟨a, ha, by simp⟩, ?_⟩, ⟨⟨a, ha, rfl⟩, ?_⟩, ?_, ⟨⟨b, hb, ?_⟩, ?_⟩, ?_⟩
  · rintro _ ⟨x, hx, rfl⟩
    exact mul_nonneg hL (sub_nonneg.mpr hx.1)
  · rintro _ ⟨x, _, rfl⟩
    exact le_rfl
  · intro x _ y _
    have h1 : L * (x - a) - 0 - (L * (y - a) - 0) = L * (x - y) := by ring
    show |L * (x - a) - 0 - (L * (y - a) - 0)| ≤ L * |x - y|
    rw [h1, abs_mul, abs_of_nonneg hL]
  · show |L * (b - a) - 0| = L * (b - a)
    rw [sub_zero, abs_of_nonneg (mul_nonneg hL (sub_nonneg.mpr hab.le))]
  · rintro _ ⟨x, hx, rfl⟩
    show |L * (x - a) - 0| ≤ L * (b - a)
    rw [sub_zero, abs_of_nonneg (mul_nonneg hL (sub_nonneg.mpr hx.1))]
    exact mul_le_mul_of_nonneg_left (by linarith [hx.2]) hL
  · have h1 := length_mul_rmsDiff_sq hab (fun x => L * (x - a)) (fun _ => 0)
    simp only [sub_zero] at h1
    rw [integral_ramp_sq] at h1
    linear_combination (-3 * L) * h1

/-- Let curves `F i` and `g` on `[a, b]`, `a < b`, all have minimum zero, and let the
differences `F i - g` share a Lipschitz constant. If Delta tends to zero, then `F i` converges
to `g` uniformly on the interval. -/
theorem tendstoUniformlyOn_of_rmsDiff {ι : Type*} {l : Filter ι} {a b L : ℝ}
    {F : ι → ℝ → ℝ} {g : ℝ → ℝ} (hab : a < b)
    (hF : ∀ i, IsLeast (F i '' Icc a b) 0) (hg : IsLeast (g '' Icc a b) 0)
    (hs : ∀ i, SlopeBound a b L (fun x => F i x - g x))
    (hD : Tendsto (fun i => rmsDiff a b (F i) g) l (𝓝 0)) :
    TendstoUniformlyOn F g l (Icc a b) := by
  have hT : Tendsto (fun i => 3 * L * (b - a) * rmsDiff a b (F i) g ^ 2) l (𝓝 0) := by
    have h1 := (hD.pow 2).const_mul (3 * L * (b - a))
    rwa [zero_pow two_ne_zero, mul_zero] at h1
  rw [Metric.tendstoUniformlyOn_iff]
  intro ε hε
  filter_upwards [hT.eventually_lt_const (pow_pos hε 3)] with i hi x hx
  obtain ⟨_, M, hM, hM3⟩ := max_error_le hab (hF i) hg (hs i)
  -- the cubic bound puts the maximum error below the tolerance
  have h1 : M < ε := lt_of_pow_lt_pow_left₀ 3 hε.le (hM3.trans_lt hi)
  rw [dist_comm, Real.dist_eq]
  exact (hM.2 ⟨x, hx, rfl⟩).trans_lt h1

end

end PointwiseErrorFromDelta
```

```lean
#print axioms PointwiseErrorFromDelta.max_error_le
#print axioms PointwiseErrorFromDelta.max_error_sharp
#print axioms PointwiseErrorFromDelta.tendstoUniformlyOn_of_rmsDiff
```

```
'PointwiseErrorFromDelta.max_error_le' depends on axioms: [propext, Classical.choice, Quot.sound]
'PointwiseErrorFromDelta.max_error_sharp' depends on axioms: [propext, Classical.choice, Quot.sound]
'PointwiseErrorFromDelta.tendstoUniformlyOn_of_rmsDiff' depends on axioms: [propext, Classical.choice, Quot.sound]
```

## From the ramp to the maximum in Lean

`SlopeBound.nonneg` compares the two endpoints to obtain $L\ge0$. `SlopeBound.continuousOn` needs this sign because Mathlib's `LipschitzOnWith` takes a nonnegative constant; continuity then follows from the library.

`exists_crossing` evaluates the difference at the two minima, called `p` and `q` there and $x_f$ and $x_g$ above. The inequalities `h3` and `h4` are the two signs needed by the intermediate value theorem.

Two lemmas handle the integral, with `q` now denoting the zero of the ramp:

- `integral_ramp_sq` integrates $(L(x-q))^2$ using the antiderivative $L^2(x-q)^3/3$.
- `ramp_le_integral` first compares the squared ramp with $h^2$ on a subinterval $[u,v]$, then enlarges the interval to $[a,b]$. The second step uses $h^2\ge0$.

`cube_le_integral` contains the main estimate. It separates $L=0$ from $L>0$ and, in the second case, introduces `r` with `L * r = |h p|`. The inequality `hrz` says that the ramp fits between `p` and the zero `z`, and `hfall` is the lower bound on $|h(x)|$. The estimate `key` treats a zero to the left and to the right of `p`, placing the foot of the ramp at `p - r` or `p + r`. The last calculation multiplies `key` by $3L$.

`length_mul_rmsDiff_sq` removes the square root and the division, giving $(b-a)\Delta^2=\int_a^b(f-g)^2\,dx$. In `max_error_le`, compactness supplies a point where $|f-g|$ is largest, and `cube_le_integral` is applied at that point.

For sharpness, the conditions on the line are checked one by one, and the equality comes from the ramp integral. The convergence proof first shows that the right-hand side of the cubic bound tends to zero. It then compares cubes to obtain `M < ε`, and the maximality of `M` carries this to every point of the interval.
